# Within each eigenspace of $L_z+2S_z$, spin-orbit coupling $\mathbf L\cdot\mathbf S$ has the matrix elements of $L_zS_z$

Angular momenta are in units of $\hbar$ and act on a finite-dimensional space whose basis is labelled by `n`. A triple $J_x,J_y,J_z$ is a function `J : Fin 3 → Matrix n n ℂ`, with components `J 0`, `J 1`, `J 2`.

```lean
import Mathlib

open Matrix
open scoped Kronecker

namespace PaschenBack

noncomputable section

variable {n : Type*} [Fintype n]
```

The three matrices are Hermitian and satisfy $[J_x,J_y]=iJ_z$ and its cyclic permutations. No value of $J^2$ is fixed, so the space may contain several multiplets.

```lean
/-- An angular momentum (in units of ħ): three Hermitian matrices, indexed `0, 1, 2` for
`x, y, z`, with the su(2) commutation relations. -/
structure IsAngularMomentum (J : Fin 3 → Matrix n n ℂ) : Prop where
  herm : ∀ i, (J i).IsHermitian
  xy : J 0 * J 1 - J 1 * J 0 = Complex.I • J 2
  yz : J 1 * J 2 - J 2 * J 1 = Complex.I • J 0
  zx : J 2 * J 0 - J 0 * J 2 = Complex.I • J 1
```

The ladder operators are $J_\pm=J_x\pm iJ_y$, without a normalising factor.

```lean
/-- The raising operator `J₊ = Jx + i Jy`. -/
def raising (J : Fin 3 → Matrix n n ℂ) : Matrix n n ℂ := J 0 + Complex.I • J 1

/-- The lowering operator `J₋ = Jx - i Jy`. -/
def lowering (J : Fin 3 → Matrix n n ℂ) : Matrix n n ℂ := J 0 - Complex.I • J 1
```

The coupling is $\mathbf L\cdot\mathbf S=\sum_i L_iS_i$.

```lean
/-- The spin-orbit operator `L·S`. -/
def spinOrbit (L S : Fin 3 → Matrix n n ℂ) : Matrix n n ℂ := ∑ i, L i * S i
```

In a magnetic field of strength $B$ along $z$, the Zeeman energy is $\mu_BB\,Z$ with $Z=L_z+2S_z$, where $\mu_B$ is the Bohr magneton. This takes the spin $g$-factor to be exactly 2 and omits the diamagnetic term.

```lean
/-- The Zeeman operator `Z = Lz + 2 Sz`. -/
def zeeman (L S : Fin 3 → Matrix n n ℂ) : Matrix n n ℂ := L 2 + (2 : ℂ) • S 2
```

Matrix elements $\langle u,Mv\rangle$ are conjugate-linear in $u$, and the vectors need not be normalised.

```lean
/-- The matrix element `⟨u, M v⟩`. -/
def matrixElement (u : n → ℂ) (M : Matrix n n ℂ) (v : n → ℂ) : ℂ := star u ⬝ᵥ M *ᵥ v
```

## Flip-flop terms change the Zeeman value by one

Multiplying out gives

$$L_\pm S_\mp=L_xS_x+L_yS_y\pm i(L_yS_x-L_xS_y).$$

The terms with prefactor $\pm i$ cancel in the sum, so

$$\mathbf L\cdot\mathbf S=L_zS_z+\tfrac12(L_+S_-+L_-S_+).$$

The order of the factors is kept throughout, so this identity needs no commutation relation. In the proof, `simp only` expands the products and `module` collects the terms.

```lean
/-- The spin-orbit operator is `Lz Sz` plus half the sum of the flip-flop terms
`L₊S₋` and `L₋S₊`. -/
theorem spinOrbit_eq_ladder (L S : Fin 3 → Matrix n n ℂ) :
    spinOrbit L S = L 2 * S 2 +
      (1 / 2 : ℂ) • (raising L * lowering S + lowering L * raising S) := by
  simp only [spinOrbit, raising, lowering, Fin.sum_univ_three, add_mul, mul_add, sub_mul,
    mul_sub, smul_mul_assoc, mul_smul_comm, smul_add, smul_sub, smul_smul, Complex.I_mul_I]
  module
```

Next,

$$[J_z,J_\pm]=[J_z,J_x]\pm i[J_z,J_y]=iJ_y\pm J_x=\pm J_\pm .$$

In Lean, each `e` regroups the products into the two commutators, which `h.zx` and `h.yz` then evaluate.

```lean
/-- For an angular momentum, `[Jz, J₊] = J₊` and `[Jz, J₋] = -J₋`. -/
theorem ladder_commutators {J : Fin 3 → Matrix n n ℂ} (h : IsAngularMomentum J) :
    J 2 * raising J - raising J * J 2 = raising J ∧
    J 2 * lowering J - lowering J * J 2 = -lowering J := by
  constructor
  · have e : J 2 * raising J - raising J * J 2 =
        (J 2 * J 0 - J 0 * J 2) - Complex.I • (J 1 * J 2 - J 2 * J 1) := by
      simp only [raising, add_mul, mul_add, smul_mul_assoc, mul_smul_comm]
      module
    rw [e, h.zx, h.yz, smul_smul, Complex.I_mul_I, raising]
    module
  · have e : J 2 * lowering J - lowering J * J 2 =
        (J 2 * J 0 - J 0 * J 2) + Complex.I • (J 1 * J 2 - J 2 * J 1) := by
      simp only [lowering, sub_mul, mul_sub, smul_mul_assoc, mul_smul_comm]
      module
    rw [e, h.zx, h.yz, smul_smul, Complex.I_mul_I, lowering]
    module
```

Now let every $L_i$ commute with every $S_j$, which is the hypothesis `hc`. Then

$$[Z,L_+S_-]=[L_z,L_+]S_-+2L_+[S_z,S_-]=(1-2)L_+S_-=-L_+S_-,$$

and likewise $[Z,L_-S_+]=(-1+2)L_-S_+=L_-S_+$.

The Lean device that does this is `linear_combination (norm := noncomm_ring)`. By default `linear_combination` finishes with commutative ring algebra, which is invalid for matrices; here `noncomm_ring` does the final comparison. The side on which an equation is multiplied therefore matters: `lp * lowering S` is $[L_z,L_+]=L_+$ multiplied by $S_-$ on the right. Spin terms appear twice because $2S_z$ has been written as $S_z+S_z$.

```lean
/-- For commuting angular momenta `L` and `S`, the flip-flop terms shift the Zeeman operator
by one unit: `[Z, L₊S₋] = -L₊S₋` and `[Z, L₋S₊] = L₋S₊`. -/
theorem zeeman_commutators {L S : Fin 3 → Matrix n n ℂ} (hL : IsAngularMomentum L)
    (hS : IsAngularMomentum S) (hc : ∀ i j, L i * S j = S j * L i) :
    zeeman L S * (raising L * lowering S) - (raising L * lowering S) * zeeman L S =
      -(raising L * lowering S) ∧
    zeeman L S * (lowering L * raising S) - (lowering L * raising S) * zeeman L S =
      lowering L * raising S := by
  obtain ⟨lp, lm⟩ := ladder_commutators hL
  obtain ⟨sp, sm⟩ := ladder_commutators hS
  -- each z-component commutes with the ladder operators of the other momentum
  have a1 : L 2 * lowering S = lowering S * L 2 := by
    simp only [lowering, mul_sub, sub_mul, mul_smul_comm, smul_mul_assoc, hc]
  have a2 : L 2 * raising S = raising S * L 2 := by
    simp only [raising, mul_add, add_mul, mul_smul_comm, smul_mul_assoc, hc]
  have b1 : S 2 * raising L = raising L * S 2 := by
    simp only [raising, mul_add, add_mul, mul_smul_comm, smul_mul_assoc, hc]
  have b2 : S 2 * lowering L = lowering L * S 2 := by
    simp only [lowering, mul_sub, sub_mul, mul_smul_comm, smul_mul_assoc, hc]
  simp only [zeeman, two_smul]
  constructor
  · linear_combination (norm := noncomm_ring) lp * lowering S + raising L * a1 +
      b1 * lowering S + b1 * lowering S + raising L * sm + raising L * sm
  · linear_combination (norm := noncomm_ring) lm * raising S + lowering L * a2 +
      b2 * raising S + b2 * raising S + lowering L * sp + lowering L * sp
```

## A selection rule from the commutator

Suppose $Z$ is Hermitian, $[Z,T]=sT$, $Zu=au$ and $Zv=bv$ with $a,b$ real. Letting $Z$ act to the left on $u$ and to the right on $v$ gives

$$s\langle u,Tv\rangle=\langle u,(ZT-TZ)v\rangle=(a-b)\langle u,Tv\rangle .$$

The action on the bra is `hu'`, the only place where Hermiticity enters.

```lean
/-- Selection rule: if `Z` is Hermitian and `[Z, T] = s T`, then between eigenvectors of `Z`
with eigenvalues `a` and `b` one has `(a - b - s) ⟨u, T v⟩ = 0`. -/
theorem selection_rule {Z T : Matrix n n ℂ} (hZ : Z.IsHermitian) {s : ℂ}
    (hT : Z * T - T * Z = s • T) {u v : n → ℂ} {a b : ℝ}
    (hu : Z *ᵥ u = (a : ℂ) • u) (hv : Z *ᵥ v = (b : ℂ) • v) :
    ((a : ℂ) - b - s) * matrixElement u T v = 0 := by
  -- let Z act to the left on the bra
  have hu' : star u ᵥ* Z = (a : ℂ) • star u := by
    have h := congrArg star hu
    rw [Matrix.star_mulVec, hZ.eq, star_smul] at h
    rw [h]
    simp
  have h := congrArg (fun M => star u ⬝ᵥ M *ᵥ v) hT
  simp only [Matrix.sub_mulVec, dotProduct_sub, ← Matrix.mulVec_mulVec, Matrix.smul_mulVec,
    dotProduct_smul, hv, Matrix.mulVec_smul] at h
  rw [Matrix.dotProduct_mulVec (star u) Z, hu', smul_dotProduct] at h
  simp only [smul_eq_mul] at h
  rw [matrixElement]
  linear_combination h
```

For $L_+S_-$ we have $s=-1$, and for $L_-S_+$ we have $s=1$. If $a-b\neq\pm1$, both matrix elements vanish (`t1` and `t2`), and only $L_zS_z$ survives in the ladder form.

```lean
/-- For commuting angular momenta, `L·S` and `Lz Sz` have the same matrix element between
two eigenvectors of `Z = Lz + 2 Sz` whose eigenvalues do not differ by exactly one. -/
theorem spinOrbit_secular {L S : Fin 3 → Matrix n n ℂ} (hL : IsAngularMomentum L)
    (hS : IsAngularMomentum S) (hc : ∀ i j, L i * S j = S j * L i) {u v : n → ℂ} {a b : ℝ}
    (hu : zeeman L S *ᵥ u = (a : ℂ) • u) (hv : zeeman L S *ᵥ v = (b : ℂ) • v)
    (hab : a - b ≠ 1) (hba : b - a ≠ 1) :
    matrixElement u (spinOrbit L S) v = matrixElement u (L 2 * S 2) v := by
  have hZ : (zeeman L S).IsHermitian := by
    simp [zeeman, Matrix.IsHermitian, Matrix.conjTranspose_add, Matrix.conjTranspose_smul,
      (hL.herm 2).eq, (hS.herm 2).eq]
  obtain ⟨c1, c2⟩ := zeeman_commutators hL hS hc
  have d1 := selection_rule hZ (c1.trans (neg_one_smul ℂ _).symm) hu hv
  have d2 := selection_rule hZ (c2.trans (one_smul ℂ _).symm) hu hv
  -- the flip-flop terms change the Zeeman value by exactly one, but `a - b` is not `1` or `-1`
  have t1 : matrixElement u (raising L * lowering S) v = 0 := by
    refine (mul_eq_zero.mp d1).resolve_left fun h => hba ?_
    have h' : a - b - (-1) = 0 := by exact_mod_cast h
    linarith
  have t2 : matrixElement u (lowering L * raising S) v = 0 := by
    refine (mul_eq_zero.mp d2).resolve_left fun h => hab ?_
    have h' : a - b - 1 = 0 := by exact_mod_cast h
    linarith
  simp only [matrixElement] at t1 t2 ⊢
  rw [spinOrbit_eq_ladder, Matrix.add_mulVec, Matrix.smul_mulVec, Matrix.add_mulVec,
    dotProduct_add, dotProduct_smul, dotProduct_add, t1, t2]
  simp
```

## The residual shift $A M_LM_S$

Let $L_zv=M_Lv$ and $S_zv=M_Sv$, so that $Zv=(M_L+2M_S)v$. For $u$ in the same eigenspace of $Z$, the case $a=b$ gives

$$\langle u,A\,\mathbf L\cdot\mathbf S\,v\rangle=A\langle u,L_zS_zv\rangle=A M_LM_S\langle u,v\rangle .$$

The real constant $A$ stands for the spin-orbit coupling strength of the term and is an input.

```lean
/-- Residual Paschen-Back shift for commuting angular momenta: if `v` has sharp `M_L` and `M_S`
and `u` lies in the same eigenspace of `Z`, then `⟨u, A L·S v⟩ = A M_L M_S ⟨u, v⟩`. -/
theorem residual_shift {L S : Fin 3 → Matrix n n ℂ} (hL : IsAngularMomentum L)
    (hS : IsAngularMomentum S) (hc : ∀ i j, L i * S j = S j * L i) {u v : n → ℂ}
    (A : ℝ) {ML MS : ℝ} (hvL : L 2 *ᵥ v = (ML : ℂ) • v) (hvS : S 2 *ᵥ v = (MS : ℂ) • v)
    (hu : zeeman L S *ᵥ u = ((ML + 2 * MS : ℝ) : ℂ) • u) :
    matrixElement u ((A : ℂ) • spinOrbit L S) v = A * ML * MS * (star u ⬝ᵥ v) := by
  have hv : zeeman L S *ᵥ v = ((ML + 2 * MS : ℝ) : ℂ) • v := by
    simp only [zeeman, Matrix.add_mulVec, Matrix.smul_mulVec, hvL, hvS]
    push_cast
    module
  have e := spinOrbit_secular hL hS hc hu hv (by simp) (by simp)
  simp only [matrixElement] at e ⊢
  rw [Matrix.smul_mulVec, dotProduct_smul, e, ← Matrix.mulVec_mulVec, hvS,
    Matrix.mulVec_smul, hvL, dotProduct_smul, dotProduct_smul]
  simp only [smul_eq_mul]
  ring
```

For normalised $v$ and $u=v$ this is the first-order Paschen-Back shift $AM_LM_S$. In an orthonormal basis of states with sharp $M_L$ and $M_S$, the coupling is already diagonal within a degenerate Zeeman level, so first-order theory for a single LS term in a strong field needs no further diagonalisation. The theorem gives no error estimate at finite field.

## Two spins one half

The smallest case in which both momenta are nonzero has $L=S=\tfrac12$. It is a model pair, since orbital $L$ is an integer.

```lean
/-- The spin one-half matrices, half the Pauli matrices. -/
def spinHalf : Fin 3 → Matrix (Fin 2) (Fin 2) ℂ :=
  ![!![0, 1 / 2; 1 / 2, 0], !![0, -Complex.I / 2; Complex.I / 2, 0], !![1 / 2, 0; 0, -1 / 2]]
```

The two spins act on separate tensor factors.

```lean
/-- The first of two spins one half. -/
def spinA : Fin 3 → Matrix (Fin 2 × Fin 2) (Fin 2 × Fin 2) ℂ := fun i => spinHalf i ⊗ₖ 1

/-- The second of two spins one half. -/
def spinB : Fin 3 → Matrix (Fin 2 × Fin 2) (Fin 2 × Fin 2) ℂ := fun i => 1 ⊗ₖ spinHalf i
```

The relations for one spin are checked entry by entry.

```lean
private lemma spinHalf_isAngularMomentum : IsAngularMomentum spinHalf := by
  constructor
  · intro i
    refine Matrix.IsHermitian.ext fun j k => ?_
    fin_cases i <;> fin_cases j <;> fin_cases k <;> simp [spinHalf]
  all_goals
    ext i j
    fin_cases i <;> fin_cases j <;>
      simp [spinHalf, Complex.ext_iff] <;> norm_num
```

They carry over to each factor because $(X\otimes1)(Y\otimes1)=XY\otimes1$ for all $2\times2$ matrices $X$ and $Y$, and similarly on the right.

```lean
private lemma kronecker_comm {A B C : Matrix (Fin 2) (Fin 2) ℂ}
    (h : A * B - B * A = Complex.I • C) :
    (A ⊗ₖ (1 : Matrix (Fin 2) (Fin 2) ℂ)) * (B ⊗ₖ 1) - (B ⊗ₖ 1) * (A ⊗ₖ 1) =
      Complex.I • (C ⊗ₖ 1) ∧
    ((1 : Matrix (Fin 2) (Fin 2) ℂ) ⊗ₖ A) * (1 ⊗ₖ B) - (1 ⊗ₖ B) * (1 ⊗ₖ A) =
      Complex.I • (1 ⊗ₖ C) := by
  constructor
  · rw [← Matrix.mul_kronecker_mul, ← Matrix.mul_kronecker_mul, Matrix.one_mul,
      ← Matrix.smul_kronecker, ← h]
    ext ⟨i, j⟩ ⟨k, l⟩
    simp only [Matrix.sub_apply, Matrix.kroneckerMap_apply, sub_mul]
  · rw [← Matrix.mul_kronecker_mul, ← Matrix.mul_kronecker_mul, Matrix.one_mul,
      ← Matrix.kronecker_smul, ← h]
    ext ⟨i, j⟩ ⟨k, l⟩
    simp only [Matrix.sub_apply, Matrix.kroneckerMap_apply, mul_sub]
```

The two triples commute, since $(X\otimes1)(1\otimes Y)=X\otimes Y=(1\otimes Y)(X\otimes1)$. All the hypotheses on $L$ and $S$ are thus met.

```lean
/-- Two spins one half on the factors of a tensor product are commuting angular momenta. -/
theorem commuting_pair_witness : IsAngularMomentum spinA ∧ IsAngularMomentum spinB ∧
    ∀ i j, spinA i * spinB j = spinB j * spinA i := by
  have h := spinHalf_isAngularMomentum
  have x := kronecker_comm h.xy
  have y := kronecker_comm h.yz
  have z := kronecker_comm h.zx
  refine ⟨⟨fun i => ?_, x.1, y.1, z.1⟩, ⟨fun i => ?_, x.2, y.2, z.2⟩, fun i j => ?_⟩
  · change (spinHalf i ⊗ₖ (1 : Matrix (Fin 2) (Fin 2) ℂ))ᴴ = _
    rw [Matrix.conjTranspose_kronecker, (h.herm i).eq, Matrix.conjTranspose_one]
    rfl
  · change ((1 : Matrix (Fin 2) (Fin 2) ℂ) ⊗ₖ spinHalf i)ᴴ = _
    rw [Matrix.conjTranspose_kronecker, (h.herm i).eq, Matrix.conjTranspose_one]
    rfl
  · simp only [spinA, spinB, ← Matrix.mul_kronecker_mul, Matrix.one_mul, Matrix.mul_one]

end

end PaschenBack
```

```lean
#print axioms PaschenBack.spinOrbit_secular
#print axioms PaschenBack.residual_shift
```

```
'PaschenBack.spinOrbit_secular' depends on axioms: [propext, Classical.choice, Quot.sound]
'PaschenBack.residual_shift' depends on axioms: [propext, Classical.choice, Quot.sound]
```

For this pair the first-order shift $AM_LM_S$ is $A/4$ in the states $\uparrow\uparrow$ and $\downarrow\downarrow$, and $-A/4$ in $\uparrow\downarrow$ and $\downarrow\uparrow$. The same pair shows by a short calculation, not formalised here, why a Zeeman difference of one is excluded: $\uparrow\downarrow$ and $\downarrow\uparrow$ have $Z=-\tfrac12$ and $\tfrac12$, and between them $\mathbf L\cdot\mathbf S$ has element $\tfrac12$ while $L_zS_z$ has element $0$.
